# The factor (π/N)/sin(π/N) for a ring of N sites exceeds one by π²/(6N²) to leading order

For a ring of N sites, the declaration `tendsto_size_factor` concerns the dimensionless factor (π/N)/sin(π/N), which tends to one as the ring grows. It states that the excess of this factor over one, multiplied by N², tends to π²/6 as N goes to infinity through the natural numbers. No Hamiltonian or energy enters the statement, which is purely a limit of real numbers. The attempt sets x = π/N, shows from a bound on the sine that (x − sin x)/x³ tends to 1/6, and then obtains the result by algebra and the limit laws.

The first attempt, which Lean rejects:

```lean
import Mathlib

open Real Filter Topology

namespace TendstoSizeFactor

noncomputable section

/-- On a ring of at least two sites, `sin(π/N)` is positive. -/
theorem sin_pi_div_pos {N : ℕ} (hN : 2 ≤ N) : 0 < Real.sin (π / N) := by
  have h2 : (2 : ℝ) ≤ N := by exact_mod_cast hN
  apply Real.sin_pos_of_pos_of_lt_pi
  · exact div_pos Real.pi_pos (by linarith)
  · exact div_lt_self Real.pi_pos (by linarith)

/-- The excess of `(π/N) / sin(π/N)` over one, multiplied by `N²`, tends to `π²/6`. -/
theorem tendsto_size_factor :
    Tendsto (fun N : ℕ => (N : ℝ) ^ 2 * (π / N / Real.sin (π / N) - 1)) atTop
      (𝓝 (π ^ 2 / 6)) := by
  have hx : Tendsto (fun N : ℕ => π / (N : ℝ)) atTop (𝓝 0) :=
    tendsto_const_div_atTop_nhds_zero_nat π
  -- the cubic Taylor coefficient of the sine
  have hq : Tendsto (fun N : ℕ => (π / (N : ℝ) - Real.sin (π / N)) / (π / (N : ℝ)) ^ 3)
      atTop (𝓝 (1 / 6)) := by
    have hg := hx.mul_const (5 / 96 : ℝ)
    rw [zero_mul] at hg
    rw [tendsto_iff_norm_sub_tendsto_zero]
    refine squeeze_zero' (Eventually.of_forall fun _ => norm_nonneg _) ?_ hg
    filter_upwards [eventually_ge_atTop 4] with N hN
    have hN' : (4 : ℝ) ≤ N := by exact_mod_cast hN
    have h0 : 0 < π / (N : ℝ) := div_pos Real.pi_pos (by linarith)
    have h1 : π / (N : ℝ) ≤ 1 := by
      rw [div_le_one (by linarith)]
      linarith [Real.pi_le_four]
    generalize π / (N : ℝ) = x at h0 h1 ⊢
    have hb := Real.sin_bound (x := x) (by rwa [abs_of_pos h0])
    rw [abs_of_pos h0] at hb
    have he : (x - Real.sin x) / x ^ 3 - 1 / 6
        = -(Real.sin x - (x - x ^ 3 / 6)) / x ^ 3 := by
      field_simp
      ring
    rw [Real.norm_eq_abs, he, abs_div, abs_neg, abs_of_pos (pow_pos h0 3),
      div_le_iff₀ (pow_pos h0 3)]
    exact hb.trans_eq (by ring)
  have key : ∀ x s n : ℝ, x ≠ 0 → s ≠ 0 → n * x = π →
      π ^ 2 * ((x - s) / x ^ 3) / (1 - x ^ 2 * ((x - s) / x ^ 3)) = n ^ 2 * (x / s - 1) := by
    intro x s n hx0 hs0 h
    have h1 : x ^ 2 * ((x - s) / x ^ 3) = (x - s) / x := by field_simp
    have h2 : 1 - (x - s) / x = s / x := by
      rw [sub_div, div_self hx0]
      ring
    have h3 : (n * x) ^ 2 * ((x - s) / x ^ 3) / (s / x) = n ^ 2 * ((x - s) / s) := by
      field_simp
    rw [h1, h2, ← h, h3, sub_div, div_self hs0]
  have hl := (hq.const_mul (π ^ 2)).div (((hx.pow 2).mul hq).const_sub 1) (by norm_num)
  rw [show π ^ 2 * (1 / 6) / (1 - 0 ^ 2 * (1 / 6)) = π ^ 2 / 6 by ring] at hl
  refine hl.congr' ?_
  filter_upwards [eventually_ge_atTop 2] with N hN
  have hN0 : (N : ℝ) ≠ 0 := by
    have : N ≠ 0 := by omega
    exact_mod_cast this
  exact key _ _ _ (div_ne_zero Real.pi_ne_zero hN0) (sin_pi_div_pos hN).ne'
    (mul_div_cancel₀ π hN0)

end

end TendstoSizeFactor
```

Lean reports:

```
Try this:
  [apply] ring_nf
  
  The `ring` tactic failed to close the goal. Use `ring_nf` to obtain a normal form.
    
  Note that `ring` works primarily in *commutative* rings. If you have a noncommutative ring, abelian group or module, consider using `noncomm_ring`, `abel` or `module` instead.
Main.lean:44:23: error: unsolved goals
hx : Tendsto (fun N => π / ↑N) atTop (𝓝 0)
hg : Tendsto (fun x => π / ↑x * (5 / 96)) atTop (𝓝 0)
N : ℕ
hN : 4 ≤ N
hN' : 4 ≤ ↑N
x : ℝ
h0 : 0 < x
h1 : x ≤ 1
hb : |sin x - (x - x ^ 3 / 6)| ≤ x ^ 5 / 100
he : (x - sin x) / x ^ 3 - 1 / 6 = -(sin x - (x - x ^ 3 / 6)) / x ^ 3
⊢ x ^ 5 * (1 / 100) = x ^ 4 * (5 / 96)
```

Diagnosis. The error is in the proof of the limit 1/6. Here `Real.sin_bound` supplies `hb`, whose right-hand side is `x ^ 5 / 100`, while the goal asks for the bound `x * (5 / 96) * x ^ 3`. `hb.trans_eq` needs these two to be equal, and `ring` is left with `x ^ 5 * (1 / 100) = x ^ 4 * (5 / 96)`. This is no identity, and it is false for every x with 0 < x ≤ 1. The suggestion to use `ring_nf` would only normalise the goal, not prove it.

What is needed is an inequality. The repair proves `x ^ 5 ≤ x ^ 4` from 0 < x ≤ 1, and the `calc` passes from `x ^ 5 / 100` to `x ^ 4 / 100` by `linarith`. With the constant in `hg` changed to `1 / 100`, the last step is a true identity, which `ring` proves. The old constant was large enough for the bound too, but would have needed an inequality in that step. The reworded comment is mere tidying: the sine's cubic coefficient is −1/6, and the limit is 1/6.

The change, after which it compiles:

```diff
@@ -20,8 +20,8 @@
   have hx : Tendsto (fun N : ℕ => π / (N : ℝ)) atTop (𝓝 0) :=
     tendsto_const_div_atTop_nhds_zero_nat π
-  -- the cubic Taylor coefficient of the sine
+  -- the limit is minus the cubic Taylor coefficient of the sine
   have hq : Tendsto (fun N : ℕ => (π / (N : ℝ) - Real.sin (π / N)) / (π / (N : ℝ)) ^ 3)
       atTop (𝓝 (1 / 6)) := by
-    have hg := hx.mul_const (5 / 96 : ℝ)
+    have hg := hx.mul_const (1 / 100 : ℝ)
     rw [zero_mul] at hg
     rw [tendsto_iff_norm_sub_tendsto_zero]
@@ -42,5 +42,8 @@
     rw [Real.norm_eq_abs, he, abs_div, abs_neg, abs_of_pos (pow_pos h0 3),
       div_le_iff₀ (pow_pos h0 3)]
-    exact hb.trans_eq (by ring)
+    have h5 : x ^ 5 ≤ x ^ 4 := pow_le_pow_of_le_one h0.le h1 (by norm_num)
+    calc |Real.sin x - (x - x ^ 3 / 6)| ≤ x ^ 5 / 100 := hb
+      _ ≤ x ^ 4 / 100 := by linarith
+      _ = x * (1 / 100) * x ^ 3 := by ring
   have key : ∀ x s n : ℝ, x ≠ 0 → s ≠ 0 → n * x = π →
       π ^ 2 * ((x - s) / x ^ 3) / (1 - x ^ 2 * ((x - s) / x ^ 3)) = n ^ 2 * (x / s - 1) := by
```
